# A crystal lattice with a minimal translation length has finitely many centring vectors, all with rational coordinates

When structure factors are computed for a centred cell, the sum over atoms splits into a sum over atoms not related by centring and the factor

$$\sum_{v} e^{2\pi i\,h\cdot v},$$

where $h$ is the integer reflection index and $v$ runs over the centring vectors in fractional coordinates. Testing whether centring makes a reflection absent means testing whether this factor vanishes. The sum is written for a finite list of $v$. If the entries are also fractions with a common denominator $m$, every phase is an $m$-th root of unity.

The physical question is whether a crystal could have infinitely many centring translations, or irrational ones. It can't if its nonzero translations all have length at least some $d>0$. This bound stands for the fact that atoms don't approach each other arbitrarily closely: a nonzero translation symmetry carries each atom to another atom of the same kind, so it can't be shorter than the smallest distance between like atoms. Here $d$ is a lower bound on translation lengths, not the interplanar spacing that usually has this letter.

## Cell, lattice and centring group

In Lean 4 with Mathlib:

```lean
import Mathlib

namespace CrystalCentring

noncomputable section

variable {n : ℕ} {E : Type*} [NormedAddCommGroup E] [NormedSpace ℝ E]
```

The number $n$ is the dimension, and `E` is physical space, taken as any real normed space. Fractional coordinates have type `Fin n → ℝ`: a list $x_0,\dots,x_{n-1}$ of real numbers, counted from zero.

```lean
/-- The vectors with integer fractional coordinates: the translations of the chosen cell. -/
def integerVectors (n : ℕ) : AddSubgroup (Fin n → ℝ) where
  carrier := {x | ∀ i, ∃ k : ℤ, x i = k}
  zero_mem' := fun i => ⟨0, by simp⟩
  add_mem' := by
    intro x y hx hy i
    obtain ⟨k, hk⟩ := hx i
    obtain ⟨l, hl⟩ := hy i
    exact ⟨k + l, by simp [hk, hl]⟩
  neg_mem' := by
    intro x hx i
    obtain ⟨k, hk⟩ := hx i
    exact ⟨-k, by simp [hk]⟩
```

This is $\mathbb Z^n$ inside $\mathbb R^n$. An `AddSubgroup` is a set together with proofs that it contains zero and is closed under addition and negation. The three fields after `carrier` supply these proofs.

```lean
/-- The physical vector with fractional coordinates `x` in the cell with edges `a i`. -/
def position (a : Fin n → E) (x : Fin n → ℝ) : E := ∑ i, x i • a i
```

The cell edges are vectors $a_i$, and the physical vector is $\sum_i x_i a_i$. The edges may have any lengths and angles, so oblique cells are included.

```lean
/-- `L` is a crystal lattice for the cell edges `a`: it contains the integer vectors, and its
nonzero vectors have physical length at least `d > 0`. -/
structure IsLattice (L : AddSubgroup (Fin n → ℝ)) (a : Fin n → E) (d : ℝ) : Prop where
  integer_le : integerVectors n ≤ L
  pos : 0 < d
  le_norm : ∀ x ∈ L, x ≠ 0 → d ≤ ‖position a x‖
```

`IsLattice L a d` collects the assumptions: $\mathbb Z^n\subseteq L$, $d>0$, and $\|\sum_i x_i a_i\|\ge d$ for every nonzero $x\in L$. That $L$ is closed under addition and negation is part of its type.

Closure and $\mathbb Z^n\subseteq L$ alone would not suffice. For $n=1$ the numbers $p+q\sqrt2$ with integer $p,q$ satisfy both and give infinitely many classes modulo $\mathbb Z$.

The step left to the physicist is to identify $L$ with the translations that map an actual atomic arrangement onto itself, which takes the crystal as perfect and infinite.

```lean
/-- The centring group: lattice vectors modulo the integer vectors among them. -/
abbrev CentringGroup (L : AddSubgroup (Fin n → ℝ)) : Type :=
  L ⧸ (integerVectors n).addSubgroupOf L
```

The symbol `⧸` forms a quotient group. The expression `addSubgroupOf L` regards the integer vectors lying in $L$ as a subgroup of $L$. Under `IsLattice` the quotient is therefore $L/\mathbb Z^n$.

```lean
/-- The centring vectors: lattice vectors with all fractional coordinates in `[0, 1)`,
the zero vector included. -/
def centringVectors (L : AddSubgroup (Fin n → ℝ)) : Set (Fin n → ℝ) :=
  {x | x ∈ L ∧ ∀ i, 0 ≤ x i ∧ x i < 1}
```

Centring vectors are the members of $L$ with $0\le x_i<1$ for all $i$. Zero counts as one of them, so a primitive cell has one centring vector.

```lean
/-- The class of a centring vector in the centring group. -/
def centringClass (L : AddSubgroup (Fin n → ℝ)) (v : centringVectors L) : CentringGroup L :=
  QuotientAddGroup.mk (⟨v.1, v.2.1⟩ : L)
```

This function sends a centring vector $v$ to its class $v+\mathbb Z^n$.

## Finiteness by cutting the cell into boxes

```lean
/-- If all fractional coordinates are at most `ε` in size, the physical length is at most
`ε` times the sum of the cell edge lengths. -/
theorem norm_position_le (a : Fin n → E) (x : Fin n → ℝ) (ε : ℝ) (h : ∀ i, |x i| ≤ ε) :
    ‖position a x‖ ≤ ε * ∑ i, ‖a i‖ := by
  refine (norm_sum_le _ _).trans ?_
  rw [Finset.mul_sum]
  refine Finset.sum_le_sum fun i _ => ?_
  rw [norm_smul, Real.norm_eq_abs]
  exact mul_le_mul_of_nonneg_right (h i) (norm_nonneg _)
```

If $|x_i|\le\varepsilon$ for all $i$, then

$$\Big\|\sum_i x_i a_i\Big\|\le\sum_i|x_i|\,\|a_i\|\le\varepsilon\sum_i\|a_i\|.$$

The first inequality is `norm_sum_le` together with `norm_smul`; the second is applied term by term through `Finset.sum_le_sum`.

```lean
/-- If the nonzero vectors of a crystal lattice have physical length at least `d > 0`, and `N * d`
exceeds the sum of the cell edge lengths, the centring group is finite and has at most `N ^ n`
elements. -/
theorem centring_card_le {L : AddSubgroup (Fin n → ℝ)} {a : Fin n → E} {d : ℝ}
    (hL : IsLattice L a d) {N : ℕ} (hN : ∑ i, ‖a i‖ < N * d) :
    Finite (CentringGroup L) ∧ Nat.card (CentringGroup L) ≤ N ^ n := by
  have hS : 0 ≤ ∑ i, ‖a i‖ := Finset.sum_nonneg fun i _ => norm_nonneg _
  have hN0 : (0 : ℝ) < N := by
    by_contra hc
    nlinarith [not_lt.1 hc, hL.pos]
  -- lattice vectors that reduce into the same of `N ^ n` boxes differ by an integer vector
  have key : ∀ x ∈ L, ∀ y ∈ L,
      (∀ i, ⌊(N : ℝ) * Int.fract (x i)⌋₊ = ⌊(N : ℝ) * Int.fract (y i)⌋₊) →
      x - y ∈ integerVectors n := by
    intro x hx y hy h
    let k : Fin n → ℝ := fun i => ((⌊x i⌋ - ⌊y i⌋ : ℤ) : ℝ)
    have hk : k ∈ integerVectors n := fun i => ⟨_, rfl⟩
    have hz : x - y - k ∈ L := L.sub_mem (L.sub_mem hx hy) (hL.integer_le hk)
    have hsmall : ∀ i, |(x - y - k) i| ≤ 1 / (N : ℝ) := by
      intro i
      have x1 := Nat.floor_le (mul_nonneg hN0.le (Int.fract_nonneg (x i)))
      have x2 := Nat.lt_floor_add_one ((N : ℝ) * Int.fract (x i))
      have y1 := Nat.floor_le (mul_nonneg hN0.le (Int.fract_nonneg (y i)))
      have y2 := Nat.lt_floor_add_one ((N : ℝ) * Int.fract (y i))
      rw [h i] at x1 x2
      have e : (x - y - k) i = Int.fract (x i) - Int.fract (y i) := by
        simp only [k, Pi.sub_apply, Int.fract, Int.cast_sub]
        ring
      have e' : |(x - y - k) i| * N = |(x - y - k) i * N| := by rw [abs_mul, abs_of_pos hN0]
      rw [le_div_iff₀ hN0, e', e, abs_le]
      constructor <;> linarith
    -- their reduced difference is shorter than `d`, hence zero
    have hz0 : x - y - k = 0 := by
      by_contra hne
      have h1 := hL.le_norm _ hz hne
      have h2 := norm_position_le a _ _ hsmall
      have h3 : 1 / (N : ℝ) * ∑ i, ‖a i‖ < d := by
        rw [one_div_mul_eq_div, div_lt_iff₀ hN0]
        linarith
      linarith
    rw [sub_eq_zero.1 hz0]
    exact hk
  let f : CentringGroup L → Fin n → Fin N := fun q i =>
    ⟨⌊(N : ℝ) * Int.fract ((q.out : Fin n → ℝ) i)⌋₊, by
      rw [Nat.floor_lt (mul_nonneg hN0.le (Int.fract_nonneg _))]
      exact mul_lt_of_lt_one_right hN0 (Int.fract_lt_one _)⟩
  have hf : Function.Injective f := by
    intro p q hpq
    have hb := key _ q.out.2 _ p.out.2 (fun i => (congrArg Fin.val (congrFun hpq i)).symm)
    rw [← neg_add_eq_sub] at hb
    calc p = QuotientAddGroup.mk p.out := (QuotientAddGroup.out_eq' p).symm
      _ = QuotientAddGroup.mk q.out := QuotientAddGroup.eq.2 hb
      _ = q := QuotientAddGroup.out_eq' q
  refine ⟨Finite.of_injective f hf, ?_⟩
  have hc := Nat.card_le_card_of_injective f hf
  simpa using hc
```

Write $S=\sum_i\|a_i\|$ and take a natural number $N$ with $S<Nd$. Since $S\ge0$ and $d>0$, $N$ is positive. Cut each cell edge into $N$ equal parts, which gives $N^n$ boxes. With $\{t\}=t-\lfloor t\rfloor$, the vector $x$ falls into the box numbered $b_i=\lfloor N\{x_i\}\rfloor$.

The intermediate statement `key` says that two lattice vectors $x,y$ in the same box differ by an integer vector. Put $k_i=\lfloor x_i\rfloor-\lfloor y_i\rfloor$ and $z=x-y-k$. Then:

1. $z\in L$, because $L$ contains $x$, $y$ and the integer vector $k$.
2. $z_i=\{x_i\}-\{y_i\}$. Both $N\{x_i\}$ and $N\{y_i\}$ lie in $[b_i,b_i+1)$, so $|z_i|\le 1/N$. This is `hsmall`.
3. If $z\ne0$, then $d\le\|\sum_i z_i a_i\|\le S/N<d$, a contradiction. This is `hz0`.

Hence $x-y=k$. The function `f` now picks a representative `q.out` of each class and returns its box. Two classes with the same box have representatives that differ by an integer vector, so they are equal. An injective map into $N^n$ boxes leaves at most $N^n$ classes.

One mistake in stating such a theorem is to give only the bound on `Nat.card`. For an infinite type `Nat.card` is 0 by convention, so the bound would hold for an infinite group too. This is why `Finite` appears as a separate claim.

```lean
/-- The centring group of a crystal lattice is finite, and its order times any lattice vector is
an integer vector. -/
theorem centring_finite {L : AddSubgroup (Fin n → ℝ)} {a : Fin n → E} {d : ℝ}
    (hL : IsLattice L a d) : Finite (CentringGroup L) ∧
      ∀ x ∈ L, Nat.card (CentringGroup L) • x ∈ integerVectors n := by
  obtain ⟨N, hN⟩ := exists_nat_gt ((∑ i, ‖a i‖) / d)
  rw [div_lt_iff₀ hL.pos] at hN
  refine ⟨(centring_card_le hL hN).1, fun x hx => ?_⟩
  -- the order of a finite group annihilates each of its elements
  have h := card_nsmul_eq_zero' (x := (QuotientAddGroup.mk (⟨x, hx⟩ : L) : CentringGroup L))
  rw [← QuotientAddGroup.mk_nsmul, QuotientAddGroup.eq_zero_iff] at h
  exact h
```

Some natural number $N$ exceeds $S/d$, so the previous theorem applies and $L/\mathbb Z^n$ is finite. Let $m$ be its order. In a finite group the order annihilates every element, which is `card_nsmul_eq_zero'`. Thus for $x\in L$

$$m\,(x+\mathbb Z^n)=0,\qquad\text{that is,}\qquad mx\in\mathbb Z^n.$$

The two `rw` steps after it make this translation from the quotient back to vectors. In the statement, `•` is multiplication of a vector by a natural number.

## From classes to centring vectors

```lean
/-- If `L` contains the integer vectors, each class of the centring group contains exactly one
centring vector. -/
theorem centringClass_bijective {L : AddSubgroup (Fin n → ℝ)} (hZ : integerVectors n ≤ L) :
    Function.Bijective (centringClass L) := by
  constructor
  · intro v w h
    have h' : (QuotientAddGroup.mk (⟨v.1, v.2.1⟩ : L) : CentringGroup L) =
        QuotientAddGroup.mk (⟨w.1, w.2.1⟩ : L) := h
    have h2 := QuotientAddGroup.eq.1 h'
    have hm : -v.1 + w.1 ∈ integerVectors n := h2
    apply Subtype.ext
    funext i
    obtain ⟨k, hk⟩ := hm i
    rw [Pi.add_apply, Pi.neg_apply] at hk
    have hv := v.2.2 i
    have hw := w.2.2 i
    -- an integer strictly between -1 and 1 vanishes
    have k1 : k < 1 := by exact_mod_cast (by linarith : (k : ℝ) < 1)
    have k2 : -1 < k := by exact_mod_cast (by linarith : (-1 : ℝ) < k)
    have k0 : k = 0 := by omega
    rw [k0, Int.cast_zero] at hk
    linarith
  · intro q
    obtain ⟨x, rfl⟩ := QuotientAddGroup.mk_surjective q
    have hk : (fun i => ((⌊x.1 i⌋ : ℤ) : ℝ)) ∈ integerVectors n := fun i => ⟨_, rfl⟩
    refine ⟨⟨x.1 - fun i => ((⌊x.1 i⌋ : ℤ) : ℝ), L.sub_mem x.2 (hZ hk),
      fun i => ⟨Int.fract_nonneg (x.1 i), Int.fract_lt_one (x.1 i)⟩⟩, ?_⟩
    refine QuotientAddGroup.eq.2 ?_
    change -(x.1 - fun i => ((⌊x.1 i⌋ : ℤ) : ℝ)) + x.1 ∈ integerVectors n
    have e : -(x.1 - fun i => ((⌊x.1 i⌋ : ℤ) : ℝ)) + x.1 =
        fun i => ((⌊x.1 i⌋ : ℤ) : ℝ) := by abel
    rw [e]
    exact hk
```

`Function.Bijective` means one-to-one and onto; only $\mathbb Z^n\subseteq L$ is needed.

For one-to-one, let $v$ and $w$ be centring vectors in the same class. Then $w_i-v_i$ is an integer $k$. Both coordinates lie in $[0,1)$, so $-1<k<1$ and $k=0$. The tactic `omega` draws this last conclusion about integers.

For onto, take $x\in L$ and subtract $\lfloor x_i\rfloor$ from each coordinate. The result stays in $L$, has coordinates in $[0,1)$ and belongs to the same class.

```lean
/-- A crystal lattice has finitely many centring vectors. Their number `m` is positive, and every
fractional coordinate of every lattice vector is an integer divided by `m`. -/
theorem centringVectors_finite_rational {L : AddSubgroup (Fin n → ℝ)} {a : Fin n → E} {d : ℝ}
    (hL : IsLattice L a d) :
    (centringVectors L).Finite ∧ 0 < Nat.card (centringVectors L) ∧
      ∀ x ∈ L, ∀ i, ∃ k : ℤ, x i = k / (Nat.card (centringVectors L) : ℝ) := by
  obtain ⟨hfin, hm⟩ := centring_finite hL
  have hb := centringClass_bijective hL.integer_le
  have hv : Finite (centringVectors L) := Finite.of_injective _ hb.1
  have hpos : 0 < Nat.card (CentringGroup L) := Nat.card_pos
  rw [Nat.card_eq_of_bijective _ hb]
  refine ⟨Set.toFinite _, hpos, fun x hx i => ?_⟩
  obtain ⟨k, hk⟩ := hm x hx i
  have hp : (0 : ℝ) < Nat.card (CentringGroup L) := by exact_mod_cast hpos
  rw [Pi.smul_apply, nsmul_eq_mul] at hk
  refine ⟨k, ?_⟩
  rw [eq_div_iff hp.ne', mul_comm]
  exact hk
```

By the bijection, $m$ is also the number of centring vectors, and it is positive. From $mx\in\mathbb Z^n$ each coordinate satisfies $mx_i=k$ for some integer $k$, so $x_i=k/m$, not necessarily in lowest terms.

In electronic-structure work, centring vectors are used to reduce a conventional cell to a primitive one before a band calculation. For an ideal infinite crystal, the theorem says that this list is finite and can be stored as integers over $m$.

## The body-centred cubic lattice

```lean
/-- The body-centred lattice: integer vectors shifted by integer multiples of `(1/2, 1/2, 1/2)`. -/
def bodyCentred : AddSubgroup (Fin 3 → ℝ) where
  carrier := {x | ∃ s : ℤ, ∀ i, ∃ k : ℤ, x i = (k : ℝ) + (s : ℝ) / 2}
  zero_mem' := ⟨0, fun i => ⟨0, by simp⟩⟩
  add_mem' := by
    rintro x y ⟨s, hs⟩ ⟨t, ht⟩
    refine ⟨s + t, fun i => ?_⟩
    obtain ⟨k, hk⟩ := hs i
    obtain ⟨l, hl⟩ := ht i
    exact ⟨k + l, by rw [Pi.add_apply, hk, hl]; push_cast; ring⟩
  neg_mem' := by
    rintro x ⟨s, hs⟩
    refine ⟨-s, fun i => ?_⟩
    obtain ⟨k, hk⟩ := hs i
    exact ⟨-k, by rw [Pi.neg_apply, hk]; push_cast; ring⟩
```

A vector belongs to `bodyCentred` when $x_i=k_i+s/2$ with integers $k_i$ and $s$. The order of the quantifiers matters: `∃ s` stands before `∀ i`, so all three coordinates share the same $s$, while each has its own $k_i$.

```lean
/-- With orthonormal cell edges the body-centred lattice is a crystal lattice whose nonzero vectors
have length at least `1/2`, and it contains the non-integer vector `(1/2, 1/2, 1/2)`. -/
theorem bodyCentred_witness :
    IsLattice bodyCentred (fun j : Fin 3 => EuclideanSpace.single j (1 : ℝ)) (1 / 2) ∧
      (fun _ => 1 / 2 : Fin 3 → ℝ) ∈ bodyCentred ∧
      (fun _ => 1 / 2 : Fin 3 → ℝ) ∉ integerVectors 3 := by
  refine ⟨⟨fun x hx => ⟨0, fun i => ?_⟩, by norm_num, ?_⟩, ⟨1, fun i => ⟨0, by norm_num⟩⟩, ?_⟩
  · obtain ⟨k, hk⟩ := hx i
    exact ⟨k, by simp [hk]⟩
  · rintro x ⟨s, hs⟩ h0
    have hc : ∀ i, (position (fun j : Fin 3 => EuclideanSpace.single j (1 : ℝ)) x) i = x i := by
      intro i
      fin_cases i <;> simp [position, Fin.sum_univ_three]
    obtain ⟨i, hi⟩ := Function.ne_iff.1 h0
    obtain ⟨k, hk⟩ := hs i
    -- twice a nonzero coordinate is a nonzero integer
    have e : 2 * (k : ℝ) + s = 2 * x i := by rw [hk]; ring
    have hne : 2 * k + s ≠ 0 := by
      intro h
      have h' : 2 * (k : ℝ) + s = 0 := by exact_mod_cast h
      apply hi
      rw [Pi.zero_apply]
      linarith
    have h1 : (1 : ℝ) ≤ |2 * (k : ℝ) + s| := by exact_mod_cast Int.one_le_abs hne
    rw [e, abs_mul, abs_two] at h1
    have hn := PiLp.norm_apply_le
      (position (fun j : Fin 3 => EuclideanSpace.single j (1 : ℝ)) x) i
    rw [hc, Real.norm_eq_abs] at hn
    linarith
  · intro h
    obtain ⟨k, hk⟩ := h 0
    have hk' : (1 / 2 : ℝ) = k := hk
    have h2 : 2 * k = 1 := by exact_mod_cast (by linarith : 2 * (k : ℝ) = 1)
    omega

end

end CrystalCentring
```

The edges are the orthonormal vectors of three-dimensional Euclidean space. If $x\ne0$, some coordinate $x_i$ is nonzero. Then $2x_i=2k_i+s$ is a nonzero integer, so $|x_i|\ge1/2$, and the Euclidean length is at least $|x_i|$. All conditions of `IsLattice` therefore hold with $d=1/2$. This is a convenient lower bound; the shortest nonzero lattice vectors have length $\sqrt3/2$. The vector $(\tfrac12,\tfrac12,\tfrac12)$ lies in the lattice but is not an integer vector, since $2k=1$ has no integer solution.

The numbers are small enough to follow by hand. Here $S=3$, so $S<Nd$ requires $N>6$. With $N=7$ the box count allows at most $7^3=343$ classes. Direct counting finds two centring vectors, $(0,0,0)$ and $(\tfrac12,\tfrac12,\tfrac12)$, so $m=2$, and indeed $2\cdot(\tfrac12,\tfrac12,\tfrac12)=(1,1,1)$. The factor from the opening becomes $1+(-1)^{h_0+h_1+h_2}$, which vanishes when $h_0+h_1+h_2$ is odd.

```lean
#print axioms CrystalCentring.centringVectors_finite_rational
```

```
'CrystalCentring.centringVectors_finite_rational' depends on axioms: [propext, Classical.choice, Quot.sound]
```
